# An antisymmetric response tensor invariant under a threefold rotation about z has only its xy part

The theorem `eq_hallXY_of_C3z` concerns a real 3×3 response tensor σ that is antisymmetric and unchanged by a rotation R of 120 degrees about z, without time reversal, so that R σ Rᵀ = σ. It states that σ is its xy entry times the antisymmetric unit tensor `hallXY`, so the xz and yz entries vanish, while the xy entry may have any value, zero included. These two symmetry conditions are the only assumptions on σ, and no Hamiltonian or formula for the response enters. The proof reads two linear equations for the xz and yz entries off the invariance, solves them to show that both entries are zero, and then compares the two sides entry by entry.

This version doesn't compile in Lean 4 with Mathlib:

```lean
import Mathlib

open Matrix

namespace TriangleSpinHall

noncomputable section

/-- A magnetic point operation: a spatial matrix and a flag telling whether time reversal
is included (a primed operation). -/
structure MagOp where
  rot : Matrix (Fin 3) (Fin 3) ℝ
  primed : Bool

/-- The action on a response tensor: R σ Rᵀ, or R σᵀ Rᵀ for a primed operation. -/
def MagOp.actTensor (g : MagOp) (σ : Matrix (Fin 3) (Fin 3) ℝ) : Matrix (Fin 3) (Fin 3) ℝ :=
  if g.primed then g.rot * σᵀ * g.rotᵀ else g.rot * σ * g.rotᵀ

/-- The rotation by 120 degrees about z. -/
def C3z : MagOp := ⟨!![-1 / 2, -(√3 / 2), 0; √3 / 2, -1 / 2, 0; 0, 0, 1], false⟩

/-- The antisymmetric unit tensor with xy component one. -/
def hallXY : Matrix (Fin 3) (Fin 3) ℝ := !![0, 1, 0; -1, 0, 0; 0, 0, 0]

/-- An antisymmetric tensor invariant under the threefold rotation has only its xy component. -/
theorem eq_hallXY_of_C3z {σ : Matrix (Fin 3) (Fin 3) ℝ} (ha : σᵀ = -σ)
    (hC : C3z.actTensor σ = σ) : σ = σ 0 1 • hallXY := by
  have h : √3 * √3 = (3 : ℝ) := Real.mul_self_sqrt (by norm_num)
  have anti : ∀ i j, σ j i = -σ i j := fun i j => congrFun (congrFun ha i) j
  have e1 : -1 / 2 * σ 0 2 - √3 / 2 * σ 1 2 = σ 0 2 := by
    have e := congrFun (congrFun hC 0) 2
    simp [MagOp.actTensor, C3z, Matrix.mul_apply, Fin.sum_univ_three] at e
    linarith
  have e2 : √3 / 2 * σ 0 2 - 1 / 2 * σ 1 2 = σ 1 2 := by
    have e := congrFun (congrFun hC 1) 2
    simp [MagOp.actTensor, C3z, Matrix.mul_apply, Fin.sum_univ_three] at e
    linarith
  -- the pair (xz, yz) is rotated by 120 degrees, so it vanishes
  have h02 : σ 0 2 = 0 := by
    linear_combination (-1 / 2) * e1 + (√3 / 6) * e2 - (σ 0 2 / 12) * h
  have h12 : σ 1 2 = 0 := by
    linear_combination (-√3 / 6) * e1 - (1 / 2) * e2 - (σ 1 2 / 12) * h
  ext i j
  fin_cases i <;> fin_cases j <;> simp [hallXY] <;>
    linarith [anti 0 0, anti 1 1, anti 2 2, anti 0 1, anti 0 2, anti 1 2]

end

end TriangleSpinHall
```

Compiling this gives:

```
Main.lean:33:4: error: linarith failed to find a contradiction
case h1
σ : Matrix (Fin 3) (Fin 3) ℝ
ha : σᵀ = -σ
hC : C3z.actTensor σ = σ
h : √3 * √3 = 3
anti : ∀ (i j : Fin 3), σ j i = -σ i j
e : (![-1 / 2, -(√3 / 2), 0] ᵥ* σ) 2 = σ 0 2
a✝ : -1 / 2 * σ 0 2 - √3 / 2 * σ 1 2 < σ 0 2
⊢ False
failed
Main.lean:37:4: error: linarith failed to find a contradiction
case h1
σ : Matrix (Fin 3) (Fin 3) ℝ
ha : σᵀ = -σ
hC : C3z.actTensor σ = σ
h : √3 * √3 = 3
anti : ∀ (i j : Fin 3), σ j i = -σ i j
e1 : -1 / 2 * σ 0 2 - √3 / 2 * σ 1 2 = σ 0 2
e : (![√3 / 2, -1 / 2, 0] ᵥ* σ) 2 = σ 1 2
a✝ : √3 / 2 * σ 0 2 - 1 / 2 * σ 1 2 < σ 1 2
⊢ False
failed
```

Cause. Both errors have the same cause. In `e1` and `e2`, `linarith` has to obtain an equation between `σ 0 2` and `σ 1 2` from the hypothesis `e`. But after `simp`, the left side of `e` is still a packed product, in the first case `(![-1 / 2, -(√3 / 2), 0] ᵥ* σ) 2`, which is an entry of a row vector times σ. `linarith` does not unfold this product, so it treats the entry as an unknown unrelated to `σ 0 2` and `σ 1 2` and finds no contradiction.

The lemma `Matrix.mul_apply` expands an entry of a product of two matrices, but what is left here is a vector times a matrix, which it does not match. The repair gives `simp` two more definitions in both places. `Matrix.vecMul` turns the entry into a dot product, and `dotProduct` turns that into a sum, which `Fin.sum_univ_three`, already in the list, writes out as three terms. Then `e` relates the entries of σ directly, and the unchanged `linarith` calls succeed.

After these edits no error is left:

```diff
@@ -30,9 +30,11 @@
   have e1 : -1 / 2 * σ 0 2 - √3 / 2 * σ 1 2 = σ 0 2 := by
     have e := congrFun (congrFun hC 0) 2
-    simp [MagOp.actTensor, C3z, Matrix.mul_apply, Fin.sum_univ_three] at e
+    simp [MagOp.actTensor, C3z, Matrix.mul_apply, Matrix.vecMul, dotProduct,
+      Fin.sum_univ_three] at e
     linarith
   have e2 : √3 / 2 * σ 0 2 - 1 / 2 * σ 1 2 = σ 1 2 := by
     have e := congrFun (congrFun hC 1) 2
-    simp [MagOp.actTensor, C3z, Matrix.mul_apply, Fin.sum_univ_three] at e
+    simp [MagOp.actTensor, C3z, Matrix.mul_apply, Matrix.vecMul, dotProduct,
+      Fin.sum_univ_three] at e
     linarith
   -- the pair (xz, yz) is rotated by 120 degrees, so it vanishes
```
